# Gram–Schmidt and eigenvalue bounds for a chain with overlaps \(q^{|i-j|}\)

Localised orbitals on neighbouring sites of a chain generally overlap. Gram–Schmidt may then mix each orbital with all earlier ones, and the overlap matrix may approach singularity as the chain grows. Suppose that the orbitals are real and normalised, and that their overlap changes by a fixed factor \(q\) per site. For \(|q|<1\), each orthonormal vector after the first involves only two neighbouring orbitals. For \(0\le q<1\), the overlap eigenvalues have positive bounds independent of chain length.

This bears on the conditioning of non-orthogonal bases in electronic structure, for a one-parameter real chain only. Two real normalised orbitals always fit this form, but for three or more sites actual overlaps generally deviate from it, and the results below do not cover such deviations.

## A fixed factor per site

The sites are \(0,\dots,N-1\), and the vectors lie in a real inner product space `E`. `ExpOverlap q N x` says that \(\langle x_i,x_j\rangle=q^{|i-j|}\) for \(i,j<N\). The sequence `x` is infinite, but only its first `N` members are constrained.

In Lean 4 with Mathlib:

```lean
import Mathlib

open Finset InnerProductSpace Matrix
open scoped InnerProductSpace

namespace ExponentialOverlapChain

noncomputable section

variable {E : Type*} [NormedAddCommGroup E] [InnerProductSpace ℝ E]
variable {q : ℝ} {N : ℕ} {x : ℕ → E}

/-- The first `N` vectors of `x` have overlaps `q ^ |i - j|`. -/
def ExpOverlap (q : ℝ) (N : ℕ) (x : ℕ → E) : Prop :=
  ∀ i < N, ∀ j < N, ⟪x i, x j⟫_ℝ = q ^ ((i : ℤ) - (j : ℤ)).natAbs

/-- The overlap matrix of the first `N` vectors of `x`. -/
def overlapMatrix (x : ℕ → E) (N : ℕ) : Matrix (Fin N) (Fin N) ℝ :=
  Matrix.of fun i j => ⟪x i, x j⟫_ℝ
```

Three vectors in \(\mathbb R^3\) realise the case \(q=3/5\):

```lean
/-- Three explicit vectors in three-dimensional space with overlaps `(3/5) ^ |i - j|`. -/
theorem expOverlap_witness :
    ExpOverlap (3 / 5) 3 (fun n => if n = 0 then (!₂[1, 0, 0] : EuclideanSpace ℝ (Fin 3))
      else if n = 1 then !₂[3 / 5, 4 / 5, 0] else !₂[9 / 25, 12 / 25, 4 / 5]) := by
  intro i hi j hj
  simp only [PiLp.inner_apply, RCLike.inner_apply, conj_trivial]
  interval_cases i <;> interval_cases j <;> norm_num [Fin.sum_univ_succ]
```

The derivation uses the overlap law in two forms: \(\langle x_i,x_{k+1}\rangle=q\langle x_i,x_k\rangle\) for \(i\le k\), and \(\langle x_i,x_i\rangle=1\).

```lean
/-- In a chain with overlaps `q ^ |i - j|`, moving from site `k` to site `k + 1` multiplies the
overlap with any site `i ≤ k` by `q`. -/
theorem overlap_succ (hx : ExpOverlap q N x) {i k : ℕ} (hik : i ≤ k) (hk : k + 1 < N) :
    ⟪x i, x (k + 1)⟫_ℝ = q * ⟪x i, x k⟫_ℝ := by
  rw [hx i (by omega) (k + 1) hk, hx i (by omega) k (by omega), ← pow_succ']
  congr 1
  omega

/-- Each chain vector has unit overlap with itself. -/
theorem overlap_self (hx : ExpOverlap q N x) {i : ℕ} (hi : i < N) : ⟪x i, x i⟫_ℝ = 1 := by
  rw [hx i hi i hi]
  simp
```

Let \(g_n\) be the Gram–Schmidt vectors before normalisation, omitting any term with \(g_i=0\):
\[
g_n=x_n-\sum_{i<n}\frac{\langle g_i,x_n\rangle}{\|g_i\|^2}\,g_i .
\]
Each \(g_i\) is a combination of \(x_0,\dots,x_i\), so \(\langle g_i,x_{k+1}\rangle=q\langle g_i,x_k\rangle\) for \(i\le k\). Also \(\langle g_k,x_k\rangle=\|g_k\|^2\), because \(x_k-g_k\) is a combination of earlier, orthogonal \(g_i\). Hence
\[
\sum_{i\le k}\frac{\langle g_i,x_{k+1}\rangle}{\|g_i\|^2}g_i
=q\Big(g_k+\sum_{i<k}\frac{\langle g_i,x_k\rangle}{\|g_i\|^2}g_i\Big)=q\,x_k,
\]
and \(g_{k+1}=x_{k+1}-q\,x_k\).

In the proof, `markov` is the inherited recursion, obtained by strong induction, `self` and `top` treat the term \(i=k\), and `proj` is the collapsed sum. The condition `k + 1 < N` places the new site in the chain, where the overlap law applies.

```lean
/-- In a chain with overlaps `q ^ |i - j|`, Gram-Schmidt before normalization subtracts from each
vector after the first only `q` times its immediate predecessor. -/
theorem gramSchmidt_local (hx : ExpOverlap q N x) {k : ℕ} (hk : k + 1 < N) :
    gramSchmidt ℝ x (k + 1) = x (k + 1) - q • x k := by
  have key : ∀ n, x n = gramSchmidt ℝ x n + ∑ i ∈ range n,
      (⟪gramSchmidt ℝ x i, x n⟫_ℝ / ‖gramSchmidt ℝ x i‖ ^ 2) • gramSchmidt ℝ x i := by
    intro n
    have h := gramSchmidt_def'' ℝ x n
    rw [show Finset.Iio n = range n by ext; simp] at h
    simp only [RCLike.ofReal_real_eq_id, id_eq] at h
    exact h
  have orth : ∀ a b, a ≠ b → ⟪gramSchmidt ℝ x a, gramSchmidt ℝ x b⟫_ℝ = 0 :=
    fun a b h => gramSchmidt_orthogonal ℝ x h
  generalize gramSchmidt ℝ x = g at key orth ⊢
  -- the overlap recursion passes to the orthogonalized vectors
  have markov : ∀ i, i ≤ k → ⟪g i, x (k + 1)⟫_ℝ = q * ⟪g i, x k⟫_ℝ := by
    intro i
    induction i using Nat.strong_induction_on with
    | _ i ih =>
      intro hi
      rw [eq_sub_of_add_eq (key i).symm]
      simp only [inner_sub_left, sum_inner, real_inner_smul_left, mul_sub, mul_sum]
      rw [overlap_succ hx hi hk]
      congr 1
      refine sum_congr rfl fun j hj => ?_
      have hj' := mem_range.1 hj
      rw [ih j hj' (by omega)]
      ring
  have self : ⟪g k, x k⟫_ℝ = ‖g k‖ ^ 2 := by
    have h := congrArg (fun v => ⟪g k, v⟫_ℝ) (key k)
    simp only [inner_add_right, inner_sum, real_inner_smul_right] at h
    rw [h, real_inner_self_eq_norm_sq, sum_eq_zero, add_zero]
    intro i hi
    have hi' := mem_range.1 hi
    rw [orth k i (by omega), mul_zero]
  have top : (⟪g k, x k⟫_ℝ / ‖g k‖ ^ 2) • g k = g k := by
    rw [self]
    by_cases h : g k = 0
    · simp [h]
    · rw [div_self (pow_ne_zero 2 (norm_ne_zero_iff.2 h)), one_smul]
  -- hence the projection sum is `q` times the expansion of `x k`
  have proj : ∑ i ∈ range (k + 1), (⟪g i, x (k + 1)⟫_ℝ / ‖g i‖ ^ 2) • g i = q • x k := by
    calc _ = q • ∑ i ∈ range (k + 1), (⟪g i, x k⟫_ℝ / ‖g i‖ ^ 2) • g i := by
          rw [smul_sum]
          refine sum_congr rfl fun i hi => ?_
          have hi' := mem_range.1 hi
          rw [markov i (by omega), smul_smul, mul_div_assoc]
      _ = q • x k := by rw [sum_range_succ, top, add_comm, ← key k]
  rw [eq_sub_of_add_eq (key (k + 1)).symm, proj]
```

The subtracted vector is the original \(x_k\). Writing \(q\,g_k\) instead is wrong for \(k\ge1\) and \(q\ne0\), since \(x_k=g_k+q\,x_{k-1}\).

Locality fails for a general overlap law. If three unit vectors have neighbour overlaps \(q\) but \(\langle x_0,x_2\rangle=r\ne q^2\), then \(x_2-qx_1\) has overlap \(r-q^2\ne0\) with \(x_0\).

## Neighbours that are not parallel: \(|q|<1\)

Normalisation needs a nonzero remainder. Expanding its squared norm gives
\[
\|x_{k+1}-qx_k\|^2=1-2q^2+q^2=1-q^2 .
\]
Thus \(u_{k+1}=(x_{k+1}-qx_k)/\sqrt{1-q^2}\) is a unit vector; the first vector is \(u_0=x_0\). In the proof, `hsq` is this expansion and `hpos` is where \(|q|<1\) enters. At \(|q|=1\) neighbours are parallel and the remainder vanishes; \(|q|>1\) already contradicts the Cauchy–Schwarz inequality.

```lean
/-- In a chain with overlaps `q ^ |i - j|` and `|q| < 1`, the normalized Gram-Schmidt vector at site
`k + 1` is `(x (k+1) - q x k) / √(1 - q²)`, and it has norm one. -/
theorem gramSchmidtNormed_local (hx : ExpOverlap q N x) (hq : |q| < 1) {k : ℕ}
    (hk : k + 1 < N) :
    gramSchmidtNormed ℝ x (k + 1) = (√(1 - q ^ 2))⁻¹ • (x (k + 1) - q • x k) ∧
      ‖gramSchmidtNormed ℝ x (k + 1)‖ = 1 := by
  have hsq : ‖x (k + 1) - q • x k‖ ^ 2 = 1 - q ^ 2 := by
    rw [← real_inner_self_eq_norm_sq]
    simp only [inner_sub_left, inner_sub_right, real_inner_smul_left, real_inner_smul_right]
    rw [real_inner_comm (x k) (x (k + 1)), overlap_succ hx le_rfl hk, overlap_self hx hk,
      overlap_self hx (by omega : k < N)]
    ring
  have hn : ‖x (k + 1) - q • x k‖ = √(1 - q ^ 2) := by
    rw [← hsq, Real.sqrt_sq (norm_nonneg _)]
  have hu : gramSchmidtNormed ℝ x (k + 1) = (√(1 - q ^ 2))⁻¹ • (x (k + 1) - q • x k) := by
    simp only [gramSchmidtNormed, gramSchmidt_local hx hk, hn, RCLike.ofReal_real_eq_id, id_eq]
  have hpos : 0 < 1 - q ^ 2 := by
    have := (sq_lt_one_iff_abs_lt_one q).2 hq
    linarith
  refine ⟨hu, ?_⟩
  rw [hu, norm_smul, hn, norm_inv, Real.norm_of_nonneg (Real.sqrt_nonneg _),
    inv_mul_cancel₀ (Real.sqrt_pos.2 hpos).ne']
```

## Non-negative overlaps: \(0\le q<1\)

For real coefficients \(c_i\), put \(S_n=\sum_{i<n}c_ix_i\) and \(C_n=\sum_{i<n}c_i^2\). Let \(p_0=0\) and \(p_n=\langle S_n,x_{n-1}\rangle\) for \(n\ge1\). Adding a site gives
\[
p_{n+1}=qp_n+c_n,\qquad \|S_{n+1}\|^2=\|S_n\|^2+2qc_np_n+c_n^2 .
\]
With \(a=\frac{1-q}{1+q}\) and \(A=\frac{1+q}{1-q}\), induction proves
\[
aC_n+qp_n^2\le\|S_n\|^2,\qquad \|S_n\|^2+qp_n^2\le AC_n .
\]
Both hold at \(n=0\). In each step, the right side minus the left side grows by, respectively,
\[
qa\big((1+q)p_n+c_n\big)^2,\qquad qA\big(c_n-(1-q)p_n\big)^2 .
\]
Both are non-negative because \(q,a,A\ge0\). Dropping \(qp_N^2\ge0\) leaves the bounds. In the proof, `aux` is the induction, with \(p_n\) called `s` or `p`, and `e1` and `e2` are the two squares.

```lean
/-- For `0 ≤ q < 1` the squared norm of any real superposition of the first `N` vectors of a chain
with overlaps `q ^ |i - j|` lies between `(1-q)/(1+q)` and `(1+q)/(1-q)` times the sum of its
squared coefficients. -/
theorem superposition_bounds (hx : ExpOverlap q N x) (h0 : 0 ≤ q) (h1 : q < 1) (c : ℕ → ℝ) :
    (1 - q) / (1 + q) * ∑ i ∈ range N, c i ^ 2 ≤ ‖∑ i ∈ range N, c i • x i‖ ^ 2 ∧
      ‖∑ i ∈ range N, c i • x i‖ ^ 2 ≤ (1 + q) / (1 - q) * ∑ i ∈ range N, c i ^ 2 := by
  have hm : 0 < 1 - q := by linarith
  have hp : 0 < 1 + q := by linarith
  have ha : (1 - q) / (1 + q) * (1 + q) = 1 - q := div_mul_cancel₀ _ hp.ne'
  have hA : (1 + q) / (1 - q) * (1 - q) = 1 + q := div_mul_cancel₀ _ hm.ne'
  have ha0 : 0 ≤ (1 - q) / (1 + q) := by positivity
  have hA0 : 0 ≤ (1 + q) / (1 - q) := by positivity
  generalize (1 - q) / (1 + q) = a at *
  generalize (1 + q) / (1 - q) = A at *
  -- the induction also carries the overlap `s` with the last site
  have aux : ∀ n, n ≤ N → ∃ s : ℝ, (n < N → ⟪∑ i ∈ range n, c i • x i, x n⟫_ℝ = q * s) ∧
      a * ∑ i ∈ range n, c i ^ 2 + q * s ^ 2 ≤ ‖∑ i ∈ range n, c i • x i‖ ^ 2 ∧
      ‖∑ i ∈ range n, c i • x i‖ ^ 2 + q * s ^ 2 ≤ A * ∑ i ∈ range n, c i ^ 2 := by
    intro n
    induction n with
    | zero => exact fun _ => ⟨0, by simp⟩
    | succ n ih =>
      intro hN
      have hn : n < N := by omega
      obtain ⟨p, hs, l, u⟩ := ih hn.le
      have hi := hs hn
      refine ⟨q * p + c n, fun h => ?_, ?_⟩
      · have hr : ⟪∑ i ∈ range (n + 1), c i • x i, x (n + 1)⟫_ℝ
            = q * ⟪∑ i ∈ range (n + 1), c i • x i, x n⟫_ℝ := by
          simp only [sum_inner, real_inner_smul_left, mul_sum]
          refine sum_congr rfl fun i hi => ?_
          have hi' := mem_range.1 hi
          rw [overlap_succ hx (by omega) h]
          ring
        rw [hr, sum_range_succ, inner_add_left, hi, real_inner_smul_left,
          overlap_self hx hn, mul_one]
      · have hQ : ‖∑ i ∈ range (n + 1), c i • x i‖ ^ 2
            = ‖∑ i ∈ range n, c i • x i‖ ^ 2 + (2 * c n * q * p + c n ^ 2) := by
          rw [sum_range_succ, norm_add_sq_real, real_inner_smul_right, hi, norm_smul, mul_pow,
            ← real_inner_self_eq_norm_sq (x n), overlap_self hx hn, Real.norm_eq_abs, sq_abs]
          ring
        rw [hQ, sum_range_succ _ n]
        generalize c n = d
        -- what remains at each step is a complete square
        have e1 : 2 * d * q * p + d ^ 2 + q * p ^ 2 - a * d ^ 2 - q * (q * p + d) ^ 2
            = q * a * ((1 + q) * p + d) ^ 2 := by
          linear_combination (-(q * (1 + q) * p ^ 2 + 2 * q * p * d + d ^ 2)) * ha
        have e2 : A * d ^ 2 + q * p ^ 2 - 2 * d * q * p - d ^ 2 - q * (q * p + d) ^ 2
            = q * A * (d - (1 - q) * p) ^ 2 := by
          linear_combination (d ^ 2 + 2 * q * d * p - q * (1 - q) * p ^ 2) * hA
        have p1 : 0 ≤ q * a * ((1 + q) * p + d) ^ 2 := by positivity
        have p2 : 0 ≤ q * A * (d - (1 - q) * p) ^ 2 := by positivity
        rw [mul_add, mul_add]
        constructor <;> linarith
  obtain ⟨s, -, l, u⟩ := aux N le_rfl
  have : 0 ≤ q * s ^ 2 := by positivity
  constructor <;> linarith
```

For \(-1<q<0\) the stated lower bound exceeds 1, while the eigenvalues average 1, so it fails. The bounds then hold with \(|q|\) in place of \(q\): reversing the sign of every second vector turns the overlaps into \(|q|^{|i-j|}\) and leaves the eigenvalues of the overlap matrix unchanged. At \(q=1\) all vectors coincide and \(N\) is an eigenvalue, which no length-independent bound allows.

## A nonzero eigenvector

Let \(G\) be the overlap matrix, `overlapMatrix x N`, and let \(Gv=\mu v\). Then
\[
\Big\|\sum_i v_ix_i\Big\|^2=\sum_i v_i(Gv)_i=\mu\sum_i v_i^2 .
\]
Since \(v\ne0\), the last sum is positive and can be divided out of the superposition bounds, giving \(a\le\mu\le A\). The zero vector would satisfy the eigenvalue equation for every \(\mu\). In the proof, `c` extends `v` to all natural indices, `hn` is the displayed identity and `hpos` is the positivity.

Any ratio of two eigenvalues is therefore at most \(A^2\), whatever the chain length.

```lean
/-- For `0 ≤ q < 1` every eigenvalue of the overlap matrix of a chain with overlaps `q ^ |i - j|`
lies between `(1-q)/(1+q)` and `(1+q)/(1-q)`, at any chain length. -/
theorem eigenvalue_bounds (hx : ExpOverlap q N x) (h0 : 0 ≤ q) (h1 : q < 1) {μ : ℝ}
    {v : Fin N → ℝ} (hv0 : v ≠ 0) (hv : overlapMatrix x N *ᵥ v = μ • v) :
    (1 - q) / (1 + q) ≤ μ ∧ μ ≤ (1 + q) / (1 - q) := by
  obtain ⟨c, hc⟩ : ∃ c : ℕ → ℝ, ∀ i : Fin N, c i = v i :=
    ⟨fun i => if h : i < N then v ⟨i, h⟩ else 0, fun i => by simp⟩
  have hb := superposition_bounds hx h0 h1 c
  simp only [Finset.sum_range, hc] at hb
  -- on an eigenvector the squared norm is the eigenvalue times the squared length
  have hn : ‖∑ i : Fin N, v i • x i‖ ^ 2 = μ * ∑ i, v i ^ 2 := by
    rw [← real_inner_self_eq_norm_sq, sum_inner, mul_sum]
    refine sum_congr rfl fun i _ => ?_
    have hi := congrFun hv i
    simp only [Matrix.mulVec, dotProduct, overlapMatrix, Matrix.of_apply, Pi.smul_apply,
      smul_eq_mul] at hi
    have hi' : ∑ j : Fin N, v j * ⟪x i, x j⟫_ℝ = μ * v i := by
      rw [← hi]
      exact sum_congr rfl fun j _ => mul_comm _ _
    rw [real_inner_smul_left, inner_sum]
    simp only [real_inner_smul_right]
    rw [hi']
    ring
  have hpos : 0 < ∑ i, v i ^ 2 := by
    obtain ⟨i, hi⟩ := Function.ne_iff.1 hv0
    have hi' : v i ≠ 0 := hi
    exact sum_pos' (fun _ _ => sq_nonneg _) ⟨i, mem_univ i, by positivity⟩
  rw [hn] at hb
  exact ⟨le_of_mul_le_mul_right hb.1 hpos, le_of_mul_le_mul_right hb.2 hpos⟩

end

end ExponentialOverlapChain
```

```lean
#print axioms ExponentialOverlapChain.gramSchmidtNormed_local
-- 'ExponentialOverlapChain.gramSchmidtNormed_local' depends on axioms: [propext, Classical.choice, Quot.sound]
#print axioms ExponentialOverlapChain.eigenvalue_bounds
-- 'ExponentialOverlapChain.eigenvalue_bounds' depends on axioms: [propext, Classical.choice, Quot.sound]
```
